# Every finite SP2 schedule with both kinds of step has exactly one fixed point in (0,1)

Take a Hermitian matrix X with eigenvalues between 0 and 1, replace it by X², and replace the result by 2X − X², where X now stands for the new matrix. These are the two steps of SP2 purification, which builds a density matrix from a rescaled Hamiltonian. An eigenvalue x, read as a fractional occupation, goes to

F(x) = 2x² − x⁴.

Which occupations go down, and which go up? Factorising gives

F(x) − x = x(1 − x)(x² + x − 1).

The last factor has one zero in (0,1), at μ = (√5 − 1)/2 ≈ 0.618. Occupations below μ are lowered and those above it are raised, so μ separates the states being emptied from those being filled.

The same holds for any finite sequence of the two steps in which both occur: the composed map F has exactly one fixed point μ in (0,1). If the sequence is repeated periodically, μ plays the part of a chemical potential. It is a dimensionless number on the occupation scale, whereas the textbook μ is an energy. The rescaling of the Hamiltonian reverses the order of the energies, so that the lowest levels have the eigenvalues closest to 1; the states above μ on this scale are therefore the low-lying ones, which are to be filled.

## An odds ratio that always grows

For 0 < x < y < 1, define

R(x,y) = y(1 − x) / (x(1 − y)).

Both steps map (0,1) into itself and preserve order, since y² − x² = (y − x)(y + x) and (2y − y²) − (2x − x²) = (y − x)(2 − x − y) are positive. Squaring multiplies R by

y(1 + x) / (x(1 + y)).

Since 1 − (2x − x²) = (1 − x)², the other step multiplies R by

(2 − y)(1 − x) / ((2 − x)(1 − y)).

In each fraction the numerator exceeds the denominator by y − x, so R strictly increases at every step, and hence over any nonempty sequence.

Now let F(μ) = μ. For x < μ, the inequality R(x,μ) < R(F(x),μ) reduces to

(1 − x)/x < (1 − F(x))/F(x),

which means F(x) < x. For x > μ, the inequality R(μ,x) < R(μ,F(x)) gives F(x) > x in the same way. No second fixed point is possible.

## A sign change near the endpoints

For existence, let F consist of n steps. One step at most doubles the distance from 0, because x² ≤ x and 2x − x² ≤ 2x. The exchange x ↔ 1 − x swaps the two steps, so the distance from 1 is also at most doubled. Hence F(x) ≤ 4ⁿx and 1 − F(x) ≤ 4ⁿ(1 − x), with room to spare.

If a squaring occurs, then F(x) ≤ 4ⁿx². To see this by induction, split off the first step. If it is a squaring, the linear bound for the remaining n − 1 steps gives F(x) ≤ 4ⁿ⁻¹x². If it is the other step, the quadratic bound for the remaining steps gives

F(x) ≤ 4ⁿ⁻¹(2x − x²)² ≤ 4ⁿ⁻¹ · 4x² = 4ⁿx².

By the same exchange, 1 − F(x) ≤ 4ⁿ(1 − x)² if a step 2x − x² occurs.

Put δ = 1/(2·4ⁿ). Then F(δ) ≤ δ/2 < δ and 1 − F(1 − δ) ≤ δ/2 < δ. The continuous function F(x) − x is therefore negative at δ and positive at 1 − δ, and it vanishes somewhere between them.

## Schedules as lists of steps

In Lean 4 with Mathlib:

```lean
import Mathlib

open Set

namespace SP2Schedule
```

The names `lower` and `raise` say what each step does to a fractional occupation.

```lean
/-- The two kinds of SP2 purification step. -/
inductive Step
  | lower
  | raise

/-- Action of a step on an occupation number: `lower` is `x ↦ x²`, `raise` is `x ↦ 2x - x²`. -/
def Step.act : Step → ℝ → ℝ
  | .lower => fun x => x ^ 2
  | .raise => fun x => 2 * x - x ^ 2
```

A schedule is a list, and `run l` is its composed map F. The head of the list acts first, which matters for the value of μ: reversing the two-step example moves the fixed point from μ to μ².

```lean
/-- The composed map of a schedule, whose steps are carried out from left to right. -/
def run : List Step → ℝ → ℝ
  | [] => fun x => x
  | s :: l => fun x => run l (s.act x)
```

The occupation is a single real number. The passage to a matrix is left to the spectral theorem: a polynomial in a Hermitian matrix acts on each eigenvalue separately. The schedule is fixed in advance, while SP2 in practice often chooses each step from the current trace; rounding and the truncation of small matrix elements are ignored.

```lean
/-- The odds ratio `y(1-x) / (x(1-y))` of two occupations, for `x ≠ 0` and `y ≠ 1`. -/
noncomputable def oddsRatio (x y : ℝ) : ℝ := y * (1 - x) / (x * (1 - y))
```

## Invariance, continuity and growth of the odds

Induction on the list reduces the next two statements to a single step. Applied to the one-element list `[s]`, the first also serves later as the statement for one step.

```lean
/-- Every schedule keeps fractional occupations strictly between 0 and 1. -/
theorem run_mem (l : List Step) {x : ℝ} (hx : x ∈ Ioo (0 : ℝ) 1) :
    run l x ∈ Ioo (0 : ℝ) 1 := by
  induction l generalizing x with
  | nil => exact hx
  | cons s l ih =>
    change run l (s.act x) ∈ _
    refine ih ?_
    obtain ⟨h0, h1⟩ := hx
    have p := mul_pos h0 (sub_pos.2 h1)
    have q := pow_pos (sub_pos.2 h1) 2
    have r := pow_pos h0 2
    cases s <;> constructor <;> simp only [Step.act] <;> nlinarith

/-- The composed map of a schedule is continuous. -/
theorem run_continuous (l : List Step) : Continuous (run l) := by
  induction l with
  | nil => exact continuous_id
  | cons s l ih =>
    have hs : Continuous s.act := by
      cases s <;> unfold Step.act <;> fun_prop
    exact ih.comp hs
```

The single-step lemma contains both order preservation and growth of R. After cross-multiplication, the two sides of the odds inequality differ by xy(1 − x)(1 − y)(y − x) for either kind of step. This is the product called `key`.

```lean
/-- A single SP2 step preserves the order of two fractional occupations `x < y` and strictly
increases their odds ratio. -/
theorem step_odds (s : Step) {x y : ℝ} (hx : 0 < x) (hxy : x < y) (hy : y < 1) :
    s.act x < s.act y ∧ oddsRatio x y < oddsRatio (s.act x) (s.act y) := by
  have hy0 := hx.trans hxy
  have hx1 := sub_pos.2 (hxy.trans hy)
  have hy1 := sub_pos.2 hy
  have hd := sub_pos.2 hxy
  have mx : s.act x ∈ Ioo (0 : ℝ) 1 := run_mem [s] ⟨hx, hxy.trans hy⟩
  have my : s.act y ∈ Ioo (0 : ℝ) 1 := run_mem [s] ⟨hy0, hy⟩
  constructor
  · cases s <;> simp only [Step.act] <;>
      nlinarith [mul_pos hd hx, mul_pos hd hy0, mul_pos hd hx1, mul_pos hd hy1]
  · unfold oddsRatio
    rw [div_lt_div_iff₀ (mul_pos hx hy1) (mul_pos mx.1 (sub_pos.2 my.2))]
    -- for both kinds of step the two sides differ by exactly this product
    have key := mul_pos (mul_pos (mul_pos hx hy0) (mul_pos hx1 hy1)) hd
    cases s <;> simp only [Step.act] <;> nlinarith [key]
```

Chaining the steps requires the list to be nonempty, since an empty schedule leaves R unchanged.

```lean
/-- Every nonempty schedule strictly increases the odds ratio of two fractional
occupations `x < y`. -/
theorem run_odds {l : List Step} (hl : l ≠ []) {x y : ℝ} (hx : 0 < x) (hxy : x < y)
    (hy : y < 1) : oddsRatio x y < oddsRatio (run l x) (run l y) := by
  induction l generalizing x y with
  | nil => exact absurd rfl hl
  | cons s l ih =>
    obtain ⟨h1, h2⟩ := step_odds s hx hxy hy
    by_cases h : l = []
    · subst h
      exact h2
    · exact h2.trans (ih h (run_mem [s] ⟨hx, hxy.trans hy⟩).1 h1
        (run_mem [s] ⟨hx.trans hxy, hy⟩).2)
```

## Bounds near 0 and 1

The four bounds are proved together because the quadratic ones use the linear ones when the first step is of the required kind. Here `key` absorbs one factor of 4 per step, and `l.length` is n.

```lean
/-- A schedule of `n` steps enlarges the distance of a fractional occupation from 0 and from 1
at most `4ⁿ`-fold. If a `lower` step occurs, the new distance from 0 is at most `4ⁿ` times the
square of the old one; if a `raise` step occurs, the same holds for the distance from 1. -/
theorem run_bounds (l : List Step) {x : ℝ} (hx : x ∈ Ioo (0 : ℝ) 1) :
    run l x ≤ 4 ^ l.length * x ∧ 1 - run l x ≤ 4 ^ l.length * (1 - x) ∧
    (Step.lower ∈ l → run l x ≤ 4 ^ l.length * x ^ 2) ∧
    (Step.raise ∈ l → 1 - run l x ≤ 4 ^ l.length * (1 - x) ^ 2) := by
  induction l generalizing x with
  | nil => simp [run]
  | cons s l ih =>
    obtain ⟨b1, b2, b3, b4⟩ := ih (run_mem [s] hx)
    have key : ∀ a b : ℝ, a ≤ 4 * b → 4 ^ l.length * a ≤ 4 ^ (l.length + 1) * b := by
      intro a b h
      rw [pow_succ, mul_assoc]
      exact mul_le_mul_of_nonneg_left h (by positivity)
    obtain ⟨h0, h1⟩ := hx
    have hy := sub_pos.2 h1
    have p := mul_pos h0 hy
    have q := mul_pos hy hy
    have r := mul_pos h0 h0
    cases s with
    | lower =>
      refine ⟨b1.trans (key _ _ ?_), b2.trans (key _ _ ?_),
        fun _ => b1.trans (key _ _ ?_), fun m => (b4 (by simpa using m)).trans (key _ _ ?_)⟩
      all_goals simp only [run, Step.act]
      · nlinarith
      · nlinarith
      · nlinarith
      · nlinarith [mul_pos q (mul_pos hy (by linarith : 0 < 3 + x))]
    | raise =>
      refine ⟨b1.trans (key _ _ ?_), b2.trans (key _ _ ?_),
        fun m => (b3 (by simpa using m)).trans (key _ _ ?_), fun _ => b2.trans (key _ _ ?_)⟩
      all_goals simp only [run, Step.act]
      · nlinarith
      · nlinarith
      · nlinarith [mul_pos r (mul_pos h0 (by linarith : 0 < 4 - x))]
      · nlinarith
```

## The fixed point as a threshold

The next theorem assumes a fixed point and describes the motion on either side of it. Its proof inserts F(μ) = μ into the odds inequality, clears denominators and refutes the opposite ordering.

```lean
/-- If a nonempty schedule has a fixed point `μ` in `(0,1)`, it lowers every occupation in
`(0,μ)` and raises every occupation in `(μ,1)`. -/
theorem run_drift {l : List Step} (hl : l ≠ []) {μ : ℝ} (hμ : μ ∈ Ioo (0 : ℝ) 1)
    (hfix : run l μ = μ) :
    (∀ x ∈ Ioo 0 μ, run l x < x) ∧ (∀ x ∈ Ioo μ 1, x < run l x) := by
  have hm := mul_pos hμ.1 (sub_pos.2 hμ.2)
  constructor
  · intro x hx
    have m := run_mem l ⟨hx.1, hx.2.trans hμ.2⟩
    have h := run_odds hl hx.1 hx.2 hμ.2
    rw [hfix] at h
    unfold oddsRatio at h
    rw [div_lt_div_iff₀ (mul_pos hx.1 (sub_pos.2 hμ.2)) (mul_pos m.1 (sub_pos.2 hμ.2))] at h
    by_contra hc
    nlinarith [mul_nonneg hm.le (sub_nonneg.2 (not_lt.1 hc))]
  · intro x hx
    have m := run_mem l ⟨hμ.1.trans hx.1, hx.2⟩
    have h := run_odds hl hμ.1 hx.1 hx.2
    rw [hfix] at h
    unfold oddsRatio at h
    rw [div_lt_div_iff₀ (mul_pos hμ.1 (sub_pos.2 hx.2)) (mul_pos hμ.1 (sub_pos.2 m.2))] at h
    by_contra hc
    nlinarith [mul_nonneg hm.le (sub_nonneg.2 (not_lt.1 hc))]
```

It concerns one pass through the schedule. That repeated passes drive occupations below μ to 0 and those above μ to 1 follows by a further argument, not formalised here: the iterates are monotone and bounded, and by continuity their limit is a fixed point of F.

The main theorem assumes only that `lower` and `raise` both occur in `l`. The symbol `∃!` states that there is one and only one real μ which lies in (0,1) and satisfies `run l μ = μ`. In the proof, `lo` and `hi` are the estimates at δ and 1 − δ, `intermediate_value_Icc` supplies the zero, and the comparison of a second fixed point `y` with μ uses `run_drift`.

```lean
/-- A schedule in which both kinds of SP2 step occur has exactly one fixed point in the open
interval `(0,1)`. -/
theorem existsUnique_fixedPoint {l : List Step} (h1 : Step.lower ∈ l) (h2 : Step.raise ∈ l) :
    ∃! μ : ℝ, μ ∈ Ioo (0 : ℝ) 1 ∧ run l μ = μ := by
  obtain ⟨δ, hδ, hcδ⟩ : ∃ δ : ℝ, 0 < δ ∧ 4 ^ l.length * δ = 1 / 2 :=
    ⟨1 / (2 * 4 ^ l.length), by positivity, by field_simp⟩
  have hc : (1 : ℝ) ≤ 4 ^ l.length := one_le_pow₀ (by norm_num)
  have hd : δ ≤ 1 / 2 := by nlinarith [mul_nonneg (sub_nonneg.2 hc) hδ.le]
  -- the map lies below the diagonal at δ and above it at 1 - δ
  have lo := (run_bounds l (x := δ) ⟨hδ, by linarith⟩).2.2.1 h1
  have hi := (run_bounds l (x := 1 - δ) ⟨by linarith, by linarith⟩).2.2.2 h2
  have e1 : (4 : ℝ) ^ l.length * δ ^ 2 = δ / 2 := by linear_combination δ * hcδ
  have e2 : (4 : ℝ) ^ l.length * (1 - (1 - δ)) ^ 2 = δ / 2 := by linear_combination δ * hcδ
  have hcont : ContinuousOn (fun x => run l x - x) (Icc δ (1 - δ)) :=
    ((run_continuous l).sub continuous_id).continuousOn
  have hz : (0 : ℝ) ∈ Icc (run l δ - δ) (run l (1 - δ) - (1 - δ)) :=
    ⟨by linarith, by linarith⟩
  obtain ⟨μ, hμ, h0⟩ := intermediate_value_Icc (by linarith : δ ≤ 1 - δ) hcont hz
  have hfix : run l μ = μ := sub_eq_zero.1 h0
  have hm : μ ∈ Ioo (0 : ℝ) 1 := ⟨by linarith [hμ.1], by linarith [hμ.2]⟩
  -- a second fixed point would contradict the drift away from μ
  obtain ⟨hb, ha⟩ := run_drift (List.ne_nil_of_mem h1) hm hfix
  refine ⟨μ, ⟨hm, hfix⟩, ?_⟩
  rintro y ⟨hy, hyf⟩
  rcases lt_trichotomy y μ with h | h | h
  · exact absurd hyf (hb y ⟨hy.1, h⟩).ne
  · exact h
  · exact absurd hyf (ha y ⟨h, hy.2⟩).ne'
```

For an independent-particle density matrix built with a fixed, repeated schedule, μ is thus the rescaled eigenvalue at which the schedule divides states moving towards empty from those moving towards full.

Finally, the opening example. The proof uses the factorisation of F(x) − x, together with μ² + μ − 1 = ((√5)² − 5)/4 = 0. By the main theorem, this is the only fixed point of that schedule in (0,1).

```lean
/-- For the schedule `x²` followed by `2x - x²`, the number `(√5 - 1)/2` lies in `(0,1)` and is
a fixed point. -/
theorem alternating_fixedPoint : (√5 - 1) / 2 ∈ Ioo (0 : ℝ) 1 ∧
    run [Step.lower, Step.raise] ((√5 - 1) / 2) = (√5 - 1) / 2 := by
  have h5 : √5 ^ 2 = (5 : ℝ) := Real.sq_sqrt (by norm_num)
  have h0 := Real.sqrt_nonneg 5
  refine ⟨⟨by nlinarith, by nlinarith⟩, ?_⟩
  change 2 * ((√5 - 1) / 2) ^ 2 - (((√5 - 1) / 2) ^ 2) ^ 2 = (√5 - 1) / 2
  linear_combination (√5 - 1) / 2 * (1 - (√5 - 1) / 2) / 4 * h5

end SP2Schedule
```

```lean
#print axioms SP2Schedule.existsUnique_fixedPoint
#print axioms SP2Schedule.alternating_fixedPoint
```

```
'SP2Schedule.existsUnique_fixedPoint' depends on axioms: [propext, Classical.choice, Quot.sound]
'SP2Schedule.alternating_fixedPoint' depends on axioms: [propext, Classical.choice, Quot.sound]
```
